# The exponent 1 + 1/d makes the reduced density gradient invariant under uniform scaling

Let n be a positive differentiable density on d-dimensional space whose gradient is nonzero at some point. The reduced gradient |∇n|/nᵖ, with a real exponent p, is carried along unchanged by every uniform scaling of the density, n(x) → lᵈ n(l x) with l > 0, if and only if p = 1 + 1/d. In three dimensions the invariant exponent is therefore 4/3, while |∇n|/n^(7/6) gains a factor √l when lengths shrink by the factor l.

Both exponents occur in density functional theory. For spin-unpolarised densities in three dimensions, gradient-corrected exchange functionals usually depend on |∇n|/n^(4/3), and many correlation functionals on |∇n|/n^(7/6).

## From the coordinate scaling to the exponent

For l > 0 the scaled density is

n_l(x) = lᵈ n(l x).

The substitution y = l x, with dy = lᵈ dx, shows that the prefactor preserves the particle number:

∫ n_l(x) dx = ∫ lᵈ n(l x) dx = ∫ n(y) dy.

By the chain rule, each partial derivative takes one more factor l:

∂ᵢn_l(x) = lᵈ · l · (∂ᵢn)(l x), so |∇n_l(x)| = l^(d+1) |∇n(l x)|.

Here ∇n(l x) is the gradient of n evaluated at l x. Write n and g for the values of the density and of its gradient length at that point. Then

l^(d+1) g / (lᵈ n)ᵖ = l^(d+1−dp) · g/nᵖ.

If d + 1 − dp = 0, which for d ≥ 1 means p = 1 + 1/d, the factor is 1 and the ratio is invariant. Conversely, suppose that g > 0 and that the ratio is unchanged for one l ≠ 1. Dividing by the positive number g/nᵖ and taking the logarithm gives

(d + 1 − dp) ln l = 0,

and since ln l ≠ 0, the exponent vanishes. For a density, it is enough to take l = 2 and a point x₀ with ∇n(x₀) ≠ 0, and to compare the two sides at x = x₀/2.

For d = 3 and p = 7/6 the exponent is 4 − 7/2 = 1/2, which gives the factor √l.

## Density, scaling and reduced gradient in Lean

```lean
import Mathlib

open MeasureTheory

namespace ReducedGradientScaling

noncomputable section
```

Space is ℝᵈ with the Euclidean norm, so gradient lengths are the usual ones.

```lean
/-- Euclidean space of dimension `d`. -/
abbrev Space (d : ℕ) := EuclideanSpace ℝ (Fin d)
```

A density is a real function on this space. In `scaledDensity`, the expression `l • x` is the vector l x, and l > 1 compresses the density.

```lean
/-- The uniformly scaled density `l^d n(l x)`. -/
def scaledDensity {d : ℕ} (l : ℝ) (n : Space d → ℝ) (x : Space d) : ℝ :=
  l ^ d * n (l • x)
```

The name `reducedGradient` is used here without the constant 1/(2(3π²)^(1/3)) that textbooks include in the variable s for d = 3. A constant factor does not affect the scaling. The letter p is the exponent, not the square of s that some functionals denote by it.

```lean
/-- The reduced gradient `|∇n| / n^p` at the point `x`, for a density that is
differentiable and positive there. -/
def reducedGradient {d : ℕ} (p : ℝ) (n : Space d → ℝ) (x : Space d) : ℝ :=
  ‖gradient n x‖ / n x ^ p
```

## Particle number and gradient length

The first theorem says that scaling keeps an integrable density integrable and leaves its integral unchanged. `Measure.integral_comp_smul` is the substitution y = l x; it produces the Jacobian factor l⁻ᵈ, which cancels the prefactor.

```lean
/-- Uniform scaling with `l > 0` keeps an integrable density integrable and preserves
the particle number. -/
theorem particle_number_scaled {d : ℕ} {l : ℝ} (hl : 0 < l) {n : Space d → ℝ}
    (hn : Integrable n) :
    Integrable (scaledDensity l n) ∧ ∫ x, scaledDensity l n x = ∫ x, n x := by
  refine ⟨(hn.comp_smul hl.ne').const_mul (l ^ d), ?_⟩
  have hpos : 0 < l ^ d := pow_pos hl d
  unfold scaledDensity
  -- the Jacobian of the coordinate scaling cancels the prefactor
  rw [integral_const_mul, Measure.integral_comp_smul, finrank_euclideanSpace_fin,
    smul_eq_mul, abs_of_pos (inv_pos.mpr hpos), ← mul_assoc,
    mul_inv_cancel₀ hpos.ne', one_mul]
```

Mathlib defines the gradient as the vector that represents the derivative through the inner product. This representation preserves norms, so the length of the gradient can be computed from the derivative `fderiv`.

```lean
/-- The length of the gradient equals the norm of the derivative. -/
theorem norm_gradient_eq {d : ℕ} (n : Space d → ℝ) (x : Space d) :
    ‖gradient n x‖ = ‖fderiv ℝ n x‖ := by
  unfold gradient
  exact LinearIsometryEquiv.norm_map _ _
```

The chain rule then proceeds as above. `h1` differentiates x ↦ l x, `h2` composes this with n, and `h3` multiplies the result by the constant lᵈ. Taking norms gives lᵈ · l = l^(d+1). Differentiability is required only at the point l x, where the original density is evaluated.

```lean
/-- Under uniform scaling with `l > 0` the length of the gradient of a density,
differentiable at `l x`, gains the factor `l^(d+1)` and is read off at `l x`. -/
theorem norm_gradient_scaled {d : ℕ} {l : ℝ} (hl : 0 < l) {n : Space d → ℝ}
    {x : Space d} (hn : DifferentiableAt ℝ n (l • x)) :
    ‖gradient (scaledDensity l n) x‖ = l ^ (d + 1) * ‖gradient n (l • x)‖ := by
  have h1 : HasFDerivAt (fun y : Space d => l • y)
      (l • ContinuousLinearMap.id ℝ (Space d)) x := (hasFDerivAt_id x).const_smul l
  -- chain rule for the inner scaling, then the constant prefactor
  have h2 : HasFDerivAt (fun y : Space d => n (l • y))
      ((fderiv ℝ n (l • x)).comp (l • ContinuousLinearMap.id ℝ (Space d))) x :=
    hn.hasFDerivAt.comp x h1
  have h3 : HasFDerivAt (scaledDensity l n)
      (l ^ d • ((fderiv ℝ n (l • x)).comp
        (l • ContinuousLinearMap.id ℝ (Space d)))) x := h2.const_mul (l ^ d)
  rw [norm_gradient_eq, norm_gradient_eq, h3.fderiv, ContinuousLinearMap.comp_smul,
    ContinuousLinearMap.comp_id, norm_smul, norm_smul,
    Real.norm_of_nonneg (pow_nonneg hl.le d), Real.norm_of_nonneg hl.le]
  ring
```

## The ratio as a statement about numbers

In the next three results n and g are real numbers, not functions. The scaling powers of l have natural exponents, whereas p is real. In `ratio_scaling`, `h1` splits the power in the denominator, `Real.rpow_sub` writes the real power l^(d+1−dp) as the quotient of l^(d+1) and l^(dp), and `h2` identifies the real power l^(d+1) with the natural one.

```lean
/-- For `n, l > 0`, replacing `n` by `l^d n` and `g` by `l^(d+1) g` multiplies the
ratio `g / n^p` by `l^(d+1-dp)`. -/
theorem ratio_scaling {d : ℕ} {n l : ℝ} (g p : ℝ) (hn : 0 < n) (hl : 0 < l) :
    (l ^ (d + 1) * g) / (l ^ d * n) ^ p
      = l ^ ((d : ℝ) + 1 - d * p) * (g / n ^ p) := by
  have h1 : (l ^ d * n) ^ p = l ^ ((d : ℝ) * p) * n ^ p := by
    rw [Real.mul_rpow (pow_nonneg hl.le d) hn.le, ← Real.rpow_natCast,
      ← Real.rpow_mul hl.le]
  have h2 : l ^ ((d : ℝ) + 1) = l ^ (d + 1) := by
    exact_mod_cast Real.rpow_natCast l (d + 1)
  rw [h1, Real.rpow_sub hl, h2, mul_div_mul_comm]
```

The condition on the exponent is linear in p. The proof multiplies by d, which is nonzero because d ≥ 1. The quotient `1 / d` is real division, not integer division.

```lean
/-- For `d ≥ 1` the scaling exponent `d + 1 - dp` vanishes exactly when
`p = 1 + 1/d`. -/
theorem exponent_eq_zero_iff {d : ℕ} (hd : 1 ≤ d) (p : ℝ) :
    (d : ℝ) + 1 - d * p = 0 ↔ p = 1 + 1 / d := by
  have hd' : (d : ℝ) ≠ 0 := Nat.cast_ne_zero.mpr (by omega)
  have e : (d : ℝ) * (1 + 1 / d) = d + 1 := by
    rw [mul_add, mul_one, mul_one_div_cancel hd']
  constructor
  · intro h
    apply mul_left_cancel₀ hd'
    rw [e]
    linarith
  · intro h
    rw [h, e, sub_self]
```

The equivalence for a single scale factor follows. `mul_eq_right₀` cancels the positive ratio g/nᵖ, and the logarithm turns l^(d+1−dp) = 1 into a product that vanishes; the factor ln l is nonzero because l ≠ 1.

```lean
/-- For `n, g > 0` and `d ≥ 1`, invariance of `g / n^p` under a single scale factor
`l > 0` other than 1 holds exactly when `p = 1 + 1/d`. -/
theorem ratio_invariant_iff {d : ℕ} (hd : 1 ≤ d) {n g l : ℝ} (p : ℝ) (hn : 0 < n)
    (hg : 0 < g) (hl : 0 < l) (hl1 : l ≠ 1) :
    (l ^ (d + 1) * g) / (l ^ d * n) ^ p = g / n ^ p ↔ p = 1 + 1 / d := by
  have hpos : 0 < g / n ^ p := div_pos hg (Real.rpow_pos_of_pos hn p)
  rw [ratio_scaling g p hn hl, mul_eq_right₀ hpos.ne', ← exponent_eq_zero_iff hd]
  constructor
  · intro h
    -- the logarithm isolates the exponent
    have h' := congrArg Real.log h
    rw [Real.log_rpow hl, Real.log_one] at h'
    exact (mul_eq_zero.mp h').resolve_right
      (Real.log_ne_zero_of_pos_of_ne_one hl hl1)
  · intro h
    rw [h, Real.rpow_zero]
```

## Invariance for a density

Combining the gradient law with the ratio law gives a pointwise statement: the reduced gradient of the scaled density at x is l^(d+1−dp) times that of the original density at l x.

```lean
/-- Under uniform scaling with `l > 0` the reduced gradient of a density, differentiable and
positive at `l x`, gains the factor `l^(d+1-dp)` and is read off at `l x`. -/
theorem reducedGradient_scaled {d : ℕ} {l : ℝ} (p : ℝ) (hl : 0 < l)
    {n : Space d → ℝ} {x : Space d} (hn : DifferentiableAt ℝ n (l • x))
    (hpos : 0 < n (l • x)) :
    reducedGradient p (scaledDensity l n) x
      = l ^ ((d : ℝ) + 1 - d * p) * reducedGradient p n (l • x) := by
  unfold reducedGradient
  rw [norm_gradient_scaled hl hn]
  exact ratio_scaling _ p hpos hl
```

The main equivalence makes "carried along unchanged" precise: for every l > 0 and every x, the scaled reduced gradient at x equals the original one at l x. The density must be differentiable and positive everywhere, but it need not be integrable. No separate assumption d ≥ 1 appears, because in dimension zero every vector is zero and the nonzero gradient at `x₀` would be impossible.

For the forward direction, the proof sets l = 2 and x = x₀/2 and applies `ratio_invariant_iff`. For the converse, it inserts the vanishing exponent into the pointwise law.

```lean
/-- For a positive differentiable density whose gradient is nonzero at some point,
the reduced gradient `|∇n| / n^p` is carried along unchanged by all uniform scalings
exactly when `p = 1 + 1/d`. -/
theorem reducedGradient_invariant_iff {d : ℕ} (p : ℝ) {n : Space d → ℝ}
    (hn : Differentiable ℝ n) (hpos : ∀ x, 0 < n x) {x₀ : Space d}
    (hx₀ : gradient n x₀ ≠ 0) :
    (∀ l : ℝ, 0 < l → ∀ x,
      reducedGradient p (scaledDensity l n) x = reducedGradient p n (l • x))
      ↔ p = 1 + 1 / d := by
  -- a nonzero gradient needs at least one dimension
  have hd : 1 ≤ d := by
    rcases Nat.eq_zero_or_pos d with h0 | h0
    · subst h0
      exact absurd (by ext i; exact i.elim0) hx₀
    · exact h0
  constructor
  · intro h
    -- test the scale factor 2 at the point that is sent to x₀
    have h2 := h 2 two_pos ((2 : ℝ)⁻¹ • x₀)
    unfold reducedGradient at h2
    rw [norm_gradient_scaled two_pos (hn _)] at h2
    unfold scaledDensity at h2
    rw [smul_inv_smul₀ (two_ne_zero : (2 : ℝ) ≠ 0)] at h2
    exact (ratio_invariant_iff hd p (hpos x₀) (norm_pos_iff.mpr hx₀) two_pos
      (by norm_num)).mp h2
  · intro h l hl x
    rw [reducedGradient_scaled p hl (hn _) (hpos _),
      (exponent_eq_zero_iff hd p).mpr h, Real.rpow_zero, one_mul]
```

The equivalence fails for a constant density. If n(x) = 1 everywhere in three dimensions, then |∇n|/nᵖ is zero before and after scaling, so it is invariant for p = 7/6 as well as for p = 4/3. The density must therefore not be constant if invariance is to determine p.

The last theorem evaluates the exponent for d = 3 and p = 7/6 and writes the power 1/2 as a square root.

```lean
/-- In three dimensions `|∇n| / n^(7/6)` gains the factor `√l` under uniform scaling with `l > 0`
and is read off at `l x`, for a density differentiable and positive there. -/
theorem reducedGradient_seven_sixths {l : ℝ} (hl : 0 < l) {n : Space 3 → ℝ}
    {x : Space 3} (hn : DifferentiableAt ℝ n (l • x)) (hpos : 0 < n (l • x)) :
    reducedGradient (7 / 6) (scaledDensity l n) x
      = √l * reducedGradient (7 / 6) n (l • x) := by
  have e : ((3 : ℕ) : ℝ) + 1 - ((3 : ℕ) : ℝ) * (7 / 6) = 1 / 2 := by norm_num
  rw [reducedGradient_scaled (7 / 6) hl hn hpos, e, Real.sqrt_eq_rpow]

end

end ReducedGradientScaling
```

The step to a molecule with point nuclei needs care, since its electron density has cusps at the nuclei and is not differentiable there. The global equivalence then does not apply as stated, but the pointwise laws for |∇n| and |∇n|/nᵖ do wherever l x is a point at which the density is smooth and positive. At a cusp, Mathlib's `gradient` returns zero by convention, which carries no physical information.

```lean
#print axioms ReducedGradientScaling.particle_number_scaled
-- 'ReducedGradientScaling.particle_number_scaled' depends on axioms: [propext, Classical.choice, Quot.sound]
#print axioms ReducedGradientScaling.reducedGradient_invariant_iff
-- 'ReducedGradientScaling.reducedGradient_invariant_iff' depends on axioms: [propext, Classical.choice, Quot.sound]
#print axioms ReducedGradientScaling.reducedGradient_seven_sixths
-- 'ReducedGradientScaling.reducedGradient_seven_sixths' depends on axioms: [propext, Classical.choice, Quot.sound]
```
